# Exponential forgetting of terminators with Im ≤ 0 on a tight-binding chain at fixed Im z > 0

Consider a non-interacting chain with one orbital per site, real site energies $e_k$ and the same real hopping $t$ on every bond. The energy $z$ is complex and fixed, with $\eta=\operatorname{Im}z>0$. A zone of $n$ sites is attached to a terminator, which enters only through its end-site Green function at this $z$, a complex number $a$ or $b$. Vacuum is $a=0$.

Terminators are assumed to satisfy $\operatorname{Im}a\le0$ and $\operatorname{Im}b\le0$. This is the sign of a retarded Green function: the terminator may absorb an electron's amplitude but not amplify it.

```lean
import Mathlib

open Filter Topology

namespace ChainTerminator

noncomputable section
```

Attaching a site of energy $e$ to a chain with end-site Green function $g$ gives the inverse Green function

$$D_e(g)=z-e-t^2g .$$

The types of `denom` make $t$ and $e$ real, so complex site self-energies are not covered.

```lean
/-- Inverse Green function `z - e - t² g` of a site of energy `e`, coupled by the hopping `t`
to a chain whose end-site Green function is `g`. -/
def denom (z : ℂ) (t e : ℝ) (g : ℂ) : ℂ := z - e - (t : ℂ) ^ 2 * g
```

The Green function of the new end site is $g'=1/D_e(g)$. Lean evaluates $1/0$ as $0$, so this reading needs a nonzero denominator, which is proved below.

```lean
/-- End-site Green function after one more site is attached; meaningful where
`z - e - t² g` is nonzero. -/
def addSite (z : ℂ) (t e : ℝ) (g : ℂ) : ℂ := 1 / denom z t e g
```

Starting from $g_0=a$, the recursion is $g_{k+1}=1/D_{e_k}(g_k)$. The site with energy $e_0$ touches the terminator, and `surfaceG z t e a n` is $g_n$, the Green function at the opposite end. Write $h_n$ for the same recursion started from $b$.

```lean
/-- End-site Green function after `n` sites with energies `e 0, ..., e (n-1)` have been attached
to the terminator `a`; meaningful where the denominators met on the way are nonzero. -/
def surfaceG (z : ℂ) (t : ℝ) (e : ℕ → ℝ) (a : ℂ) : ℕ → ℂ
  | 0 => a
  | n + 1 => addSite z t (e n) (surfaceG z t e a n)
```

## The lower half-plane is preserved

Since $e$ and $t$ are real,

$$\operatorname{Im}D_e(g)=\eta-t^2\operatorname{Im}g\ \ge\ \eta\qquad\text{if }\operatorname{Im}g\le0 .$$

```lean
/-- If `Im g ≤ 0`, the inverse Green function of the added site has imaginary part at least
`Im z`. -/
theorem le_denom_im {z g : ℂ} (t e : ℝ) (hg : g.im ≤ 0) :
    z.im ≤ (denom z t e g).im := by
  have h : (denom z t e g).im = z.im - t ^ 2 * g.im := by
    unfold denom
    rw [← Complex.ofReal_pow]
    simp only [Complex.sub_im, Complex.mul_im, Complex.ofReal_re, Complex.ofReal_im]
    ring
  rw [h]
  nlinarith [mul_nonneg (sq_nonneg t) (neg_nonneg.mpr hg)]
```

Hence $|D_e(g)|\ge\operatorname{Im}D_e(g)\ge\eta>0$, and the denominator cannot vanish. Moreover

$$\operatorname{Im}g'=-\frac{\operatorname{Im}D_e(g)}{|D_e(g)|^2}\le0,\qquad |g'|\le\frac1\eta ,$$

so the new Green function is again an admissible input for the next site.

```lean
/-- For `Im z > 0` and `Im g ≤ 0`, the denominator is nonzero, and the new Green function has
nonpositive imaginary part and norm at most `1 / Im z`. -/
theorem addSite_bounds {z g : ℂ} (t e : ℝ) (hz : 0 < z.im) (hg : g.im ≤ 0) :
    denom z t e g ≠ 0 ∧ (addSite z t e g).im ≤ 0 ∧ ‖addSite z t e g‖ ≤ 1 / z.im := by
  have him := le_denom_im (z := z) t e hg
  have hn : z.im ≤ ‖denom z t e g‖ :=
    him.trans ((le_abs_self _).trans (Complex.abs_im_le_norm _))
  refine ⟨norm_pos_iff.mp (hz.trans_le hn), ?_, ?_⟩
  · rw [addSite, one_div, Complex.inv_im]
    exact div_nonpos_of_nonpos_of_nonneg (by linarith) (Complex.normSq_nonneg _)
  · rw [addSite, norm_div, norm_one]
    exact one_div_le_one_div_of_le hz hn
```

The sign condition on the terminator matters. Take $z=i$, $t=1$ and all $e_k=0$. The terminator $a=i$ gives $D=i-i=0$ at the first site. The terminator $a=i(1+\sqrt5)/2$ meets no zero denominator, but it is a fixed point of the recursion and is never forgotten, whereas vacuum leads to $i(1-\sqrt5)/2$.

## A first bound, useful for weak hopping

Subtracting two updates at the same site gives

$$g'-h'=\frac{D_e(h)-D_e(g)}{D_e(g)D_e(h)}=\frac{t^2(g-h)}{D_e(g)D_e(h)} .$$

```lean
/-- Where both denominators are nonzero, the mismatch of two Green functions after one more site
is `t²` times the old mismatch, divided by both denominators. -/
theorem addSite_sub {z g h : ℂ} {t e : ℝ} (hg : denom z t e g ≠ 0)
    (hh : denom z t e h ≠ 0) :
    addSite z t e g - addSite z t e h
      = (t : ℂ) ^ 2 * (g - h) / (denom z t e g * denom z t e h) := by
  unfold addSite
  rw [div_sub_div _ _ hg hh]
  congr 1
  unfold denom
  ring
```

A second relation will be needed for strong hopping. Take the squared modulus of this difference and use $\operatorname{Im}g'=-\operatorname{Im}D_e(g)/|D_e(g)|^2$, and likewise for $h'$. The factors $|D_e(g)|^2|D_e(h)|^2$ match on both sides, leaving

$$|g'-h'|^2\,\operatorname{Im}D_e(g)\operatorname{Im}D_e(h)=t^4|g-h|^2\,\operatorname{Im}g'\operatorname{Im}h' .$$

In this product form the identity also holds for terminators with zero imaginary part, such as vacuum.

```lean
/-- Where both denominators are nonzero, the squared mismatch after one more site, weighted with
the imaginary parts of the denominators, equals `t⁴` times the old squared mismatch, weighted
with the imaginary parts of the new Green functions. -/
theorem mismatch_identity {z g h : ℂ} {t e : ℝ} (hg : denom z t e g ≠ 0)
    (hh : denom z t e h ≠ 0) :
    ‖addSite z t e g - addSite z t e h‖ ^ 2 * ((denom z t e g).im * (denom z t e h).im)
      = (t ^ 2) ^ 2 * ‖g - h‖ ^ 2 * ((addSite z t e g).im * (addSite z t e h).im) := by
  have him : ∀ x : ℂ, (addSite z t e x).im
      = -(denom z t e x).im / ‖denom z t e x‖ ^ 2 := by
    intro x
    rw [addSite, one_div, Complex.inv_im, Complex.normSq_eq_norm_sq]
  rw [addSite_sub hg hh, him g, him h, norm_div, norm_mul, norm_mul, norm_pow,
    Complex.norm_real, Real.norm_eq_abs, sq_abs]
  ring
```

Both denominators have modulus at least $\eta$, so each site multiplies the mismatch by at most $t^2/\eta^2$. By induction,

$$|g_n-h_n|\le\left(\frac t\eta\right)^{2n}|a-b| .$$

In `zone_size_bound`, `him` carries the half-plane condition along the chain. The first part of the conclusion says that every denominator is nonzero for both terminators; the second is the estimate, obtained by inserting the difference formula into the induction. For $a\ne b$ the bound decays with $n$ only when $|t|<\eta$.

```lean
/-- For `Im z > 0` and terminators with nonpositive imaginary parts, all denominators are nonzero
and the Green functions after `n` sites differ by at most `(t / Im z)^(2n) |a - b|`. -/
theorem zone_size_bound {z a b : ℂ} (t : ℝ) (e : ℕ → ℝ) (hz : 0 < z.im)
    (ha : a.im ≤ 0) (hb : b.im ≤ 0) (n : ℕ) :
    (∀ k, denom z t (e k) (surfaceG z t e a k) ≠ 0 ∧
      denom z t (e k) (surfaceG z t e b k) ≠ 0) ∧
    ‖surfaceG z t e a n - surfaceG z t e b n‖ ≤ (t / z.im) ^ (2 * n) * ‖a - b‖ := by
  -- the lower half plane is preserved by every added site
  have him : ∀ c : ℂ, c.im ≤ 0 → ∀ k, (surfaceG z t e c k).im ≤ 0 := by
    intro c hc k
    induction k with
    | zero => exact hc
    | succ k ih => exact (addSite_bounds t (e k) hz ih).2.1
  have hA := fun k => (addSite_bounds t (e k) hz (him a ha k)).1
  have hB := fun k => (addSite_bounds t (e k) hz (him b hb k)).1
  refine ⟨fun k => ⟨hA k, hB k⟩, ?_⟩
  induction n with
  | zero => simp [surfaceG]
  | succ n ih =>
    have hn : ∀ c : ℂ, c.im ≤ 0 → z.im ≤ ‖denom z t (e n) (surfaceG z t e c n)‖ :=
      fun c hc => (le_denom_im t (e n) (him c hc n)).trans
        ((le_abs_self _).trans (Complex.abs_im_le_norm _))
    have h1 := hn a ha
    have h2 := hn b hb
    change ‖addSite z t (e n) _ - addSite z t (e n) _‖ ≤ _
    rw [addSite_sub (hA n) (hB n), norm_div, norm_mul, norm_mul, norm_pow,
      Complex.norm_real, Real.norm_eq_abs, sq_abs]
    calc _ ≤ t ^ 2 * ((t / z.im) ^ (2 * n) * ‖a - b‖) / (z.im * z.im) := by
          have h0 : 0 ≤ (t / z.im) ^ (2 * n) * ‖a - b‖ := (norm_nonneg _).trans ih
          gcongr
      _ = (t / z.im) ^ (2 * (n + 1)) * ‖a - b‖ := by
          rw [show 2 * (n + 1) = 2 * n + 2 by ring, pow_add, div_pow t z.im 2]
          ring
```

## Decay at every hopping

Set $q=t^2/(t^2+\eta^2)<1$. After the first site, $u=-\operatorname{Im}g_{k+1}$ lies between $0$ and $1/\eta$. Because $t^2u/(\eta+t^2u)$ does not decrease with $u$,

$$t^2u\le q\,(\eta+t^2u)=q\,\operatorname{Im}D_{e_{k+1}}(g_{k+1}) ,$$

and the same holds for $h_{k+1}$. This is `shrink` in the code. The induction called `main` proves

$$|g_{k+1}-h_{k+1}|^2\le q^{2k}\,\frac{t^4|a-b|^2}{\eta^2}\,\operatorname{Im}g_{k+1}\operatorname{Im}h_{k+1} .$$

For $k=0$ this is the identity above with both $\operatorname{Im}D\ge\eta$. For the step, apply the identity at site $k+1$, insert the induction hypothesis, and use `shrink` once for each chain:

$$\begin{aligned}
&|g_{k+2}-h_{k+2}|^2\operatorname{Im}D_{e_{k+1}}(g_{k+1})\operatorname{Im}D_{e_{k+1}}(h_{k+1})\\
&\quad\le q^{2k}\frac{t^4|a-b|^2}{\eta^2}\,(t^2\operatorname{Im}g_{k+1})(t^2\operatorname{Im}h_{k+1})\operatorname{Im}g_{k+2}\operatorname{Im}h_{k+2}\\
&\quad\le q^{2k+2}\frac{t^4|a-b|^2}{\eta^2}\operatorname{Im}D_{e_{k+1}}(g_{k+1})\operatorname{Im}D_{e_{k+1}}(h_{k+1})\operatorname{Im}g_{k+2}\operatorname{Im}h_{k+2} .
\end{aligned}$$

The positive factors $\operatorname{Im}D$ cancel. Finally $\operatorname{Im}g_{n+1}\operatorname{Im}h_{n+1}\le1/\eta^2$, and a square root gives

$$|g_{n+1}-h_{n+1}|\le\left(\frac t\eta\right)^2|a-b|\,q^n .$$

```lean
/-- For `Im z > 0` and terminators with nonpositive imaginary parts, the mismatch after `n + 1`
sites is at most `(t / Im z)² |a - b|` times the `n`-th power of `t² / (t² + (Im z)²)`. -/
theorem zone_size_bound_all_hoppings {z a b : ℂ} (t : ℝ) (e : ℕ → ℝ) (hz : 0 < z.im)
    (ha : a.im ≤ 0) (hb : b.im ≤ 0) (n : ℕ) :
    ‖surfaceG z t e a (n + 1) - surfaceG z t e b (n + 1)‖
      ≤ (t / z.im) ^ 2 * ‖a - b‖ * (t ^ 2 / (t ^ 2 + z.im ^ 2)) ^ n := by
  set q := t ^ 2 / (t ^ 2 + z.im ^ 2) with hq
  have hq0 : 0 ≤ q := by positivity
  have bd : ∀ c : ℂ, c.im ≤ 0 → ∀ k, (surfaceG z t e c (k + 1)).im ≤ 0 ∧
      -(surfaceG z t e c (k + 1)).im ≤ 1 / z.im := by
    intro c hc k
    have key : ∀ g : ℂ, g.im ≤ 0 → ∀ x : ℝ, (addSite z t x g).im ≤ 0 ∧
        -(addSite z t x g).im ≤ 1 / z.im := fun g hg x =>
      ⟨(addSite_bounds t x hz hg).2.1, (neg_le_abs _).trans
        ((Complex.abs_im_le_norm _).trans (addSite_bounds t x hz hg).2.2)⟩
    induction k with
    | zero => exact key c hc (e 0)
    | succ k ih => exact key _ ih.1 (e (k + 1))
  -- the bound on the squared mismatch, relative to the product of the imaginary parts,
  -- gains a factor q² per site
  have main : ∀ k, ‖surfaceG z t e a (k + 1) - surfaceG z t e b (k + 1)‖ ^ 2
      ≤ (q ^ k) ^ 2 * ((t ^ 2) ^ 2 * ‖a - b‖ ^ 2 / z.im ^ 2) *
        ((surfaceG z t e a (k + 1)).im * (surfaceG z t e b (k + 1)).im) := by
    intro k
    induction k with
    | zero =>
      have hid := mismatch_identity (addSite_bounds t (e 0) hz ha).1
        (addSite_bounds t (e 0) hz hb).1
      have h1 := le_denom_im (z := z) t (e 0) ha
      have h2 := le_denom_im (z := z) t (e 0) hb
      have hP := mul_le_mul h1 h2 hz.le (hz.le.trans h1)
      have hX := mul_le_mul_of_nonneg_left hP
        (sq_nonneg ‖addSite z t (e 0) a - addSite z t (e 0) b‖)
      rw [hid] at hX
      change ‖addSite z t (e 0) a - addSite z t (e 0) b‖ ^ 2 ≤ (q ^ 0) ^ 2 * _ *
        ((addSite z t (e 0) a).im * (addSite z t (e 0) b).im)
      rw [pow_zero, one_pow, one_mul, div_mul_eq_mul_div, le_div_iff₀ (by positivity)]
      linarith [hX, sq z.im, congrArg
        (fun s => ‖addSite z t (e 0) a - addSite z t (e 0) b‖ ^ 2 * s) (sq z.im)]
    | succ k ih =>
      obtain ⟨ga, ua⟩ := bd a ha k
      obtain ⟨gb, ub⟩ := bd b hb k
      have ra := (bd a ha (k + 1)).1
      have rb := (bd b hb (k + 1)).1
      change (addSite z t (e (k + 1)) (surfaceG z t e a (k + 1))).im ≤ 0 at ra
      change (addSite z t (e (k + 1)) (surfaceG z t e b (k + 1))).im ≤ 0 at rb
      change ‖addSite z t (e (k + 1)) (surfaceG z t e a (k + 1)) -
        addSite z t (e (k + 1)) (surfaceG z t e b (k + 1))‖ ^ 2 ≤ _ *
        ((addSite z t (e (k + 1)) (surfaceG z t e a (k + 1))).im *
          (addSite z t (e (k + 1)) (surfaceG z t e b (k + 1))).im)
      generalize surfaceG z t e a (k + 1) = g at *
      generalize surfaceG z t e b (k + 1) = h at *
      have hid := mismatch_identity (addSite_bounds t (e (k + 1)) hz ga).1
        (addSite_bounds t (e (k + 1)) hz gb).1
      have shrink : ∀ x : ℂ, x.im ≤ 0 → -x.im ≤ 1 / z.im →
          -(t ^ 2 * x.im) ≤ q * (denom z t (e (k + 1)) x).im := by
        intro x _ ux
        have hd : (denom z t (e (k + 1)) x).im = z.im - t ^ 2 * x.im := by
          unfold denom
          rw [← Complex.ofReal_pow]
          simp only [Complex.sub_im, Complex.mul_im, Complex.ofReal_re, Complex.ofReal_im]
          ring
        have hu := (le_div_iff₀ hz).mp ux
        rw [hd, hq, div_mul_eq_mul_div, le_div_iff₀ (by positivity)]
        nlinarith [mul_nonneg (mul_nonneg (sq_nonneg t) hz.le) (sub_nonneg.mpr hu)]
      have da := hz.trans_le (le_denom_im (z := z) t (e (k + 1)) ga)
      have db := hz.trans_le (le_denom_im (z := z) t (e (k + 1)) gb)
      have hp := mul_le_mul (shrink g ga ua) (shrink h gb ub)
        (by nlinarith [mul_nonneg (sq_nonneg t) (neg_nonneg.mpr gb)])
        (mul_nonneg hq0 da.le)
      have hR := mul_nonneg_of_nonpos_of_nonpos ra rb
      have hC : 0 ≤ (q ^ k) ^ 2 * ((t ^ 2) ^ 2 * ‖a - b‖ ^ 2 / z.im ^ 2) := by positivity
      rw [pow_succ q k]
      generalize (t ^ 2) ^ 2 * ‖a - b‖ ^ 2 / z.im ^ 2 = C at *
      refine le_of_mul_le_mul_right ?_ (mul_pos da db)
      rw [hid]
      have s1 := mul_le_mul_of_nonneg_right
        (mul_le_mul_of_nonneg_left ih (sq_nonneg (t ^ 2))) hR
      have s2 := mul_le_mul_of_nonneg_right (mul_le_mul_of_nonneg_left hp hC) hR
      refine s1.trans (le_trans (le_of_eq ?_) (s2.trans (le_of_eq ?_))) <;> ring
  -- the absolute values of the imaginary parts are at most 1 / Im z
  obtain ⟨_, ua⟩ := bd a ha n
  obtain ⟨gb, ub⟩ := bd b hb n
  have hR := mul_le_mul ua ub (neg_nonneg.mpr gb) (by positivity)
  rw [neg_mul_neg] at hR
  refine (sq_le_sq₀ (norm_nonneg _) (by positivity)).mp ((main n).trans ?_)
  refine (mul_le_mul_of_nonneg_left hR (by positivity)).trans (le_of_eq ?_)
  rw [div_pow t z.im 2]
  ring
```

For a numerical instance, take $z=i$, $t=1$, all $e_k=0$, $a=0$ and $b=-i$. Then $\eta=1$ and $q=1/2$.

| Sites | From $a$ | From $b$ | Mismatch | First bound | Second bound |
|---|---|---|---|---|---|
| 1 | $-i$ | $-i/2$ | $1/2$ | $1$ | $1$ |
| 2 | $-i/2$ | $-2i/3$ | $1/6$ | $1$ | $1/2$ |
| 3 | $-2i/3$ | $-3i/5$ | $1/15$ | $1$ | $1/4$ |

## One zone size for all site energies

Since $q^n\to0$ and the second bound does not contain the $e_k$, any tolerance $\varepsilon>0$ is met from some size $N$ onwards, with the same $N$ for every sequence of real site energies. In `terminator_forgotten` this is the order of the quantifiers: $N$ is chosen before `e`. The zone may therefore also be enlarged on the terminator side, which relabels the energies at each size.

The terminator may stand for an effective medium, but it sits at one end of the zone only, and the bounds concern the Green function at the opposite, free end. A zone with a medium at both ends is not covered. The size $N$ may depend on $z$, $t$, $a$, $b$ and $\varepsilon$, and the limit $\eta\to0$ is not treated. For $\eta\ll|t|$ one has $q\approx1-\eta^2/t^2$, so the guaranteed decay is slow. The actual decay can be much faster: for $z=i\eta$ and all $e_k=0$, the mismatch shrinks at large $n$ by a factor of about $1-\eta/|t|$ per site.

```lean
/-- For `Im z > 0` and terminators with nonpositive imaginary parts, the terminator is forgotten
as the zone grows, at any real hopping and uniformly in the real site energies. -/
theorem terminator_forgotten {z a b : ℂ} (t : ℝ) (hz : 0 < z.im)
    (ha : a.im ≤ 0) (hb : b.im ≤ 0) {ε : ℝ} (hε : 0 < ε) :
    ∃ N : ℕ, ∀ n ≥ N, ∀ e : ℕ → ℝ,
      ‖surfaceG z t e a n - surfaceG z t e b n‖ < ε := by
  have hq1 : t ^ 2 / (t ^ 2 + z.im ^ 2) < 1 := by
    rw [div_lt_one (by positivity)]
    linarith [pow_pos hz 2]
  have hlim := (tendsto_pow_atTop_nhds_zero_of_lt_one (by positivity) hq1).const_mul
    ((t / z.im) ^ 2 * ‖a - b‖)
  rw [mul_zero] at hlim
  obtain ⟨N, hN⟩ := eventually_atTop.mp (hlim.eventually_lt_const hε)
  refine ⟨N + 1, fun n hn e => ?_⟩
  obtain ⟨m, rfl⟩ : ∃ m, n = m + 1 := ⟨n - 1, by omega⟩
  exact (zone_size_bound_all_hoppings t e hz ha hb m).trans_lt (hN m (by omega))
```

## Replacing a medium by vacuum

Setting $a=0$ in the first bound gives

$$|g_n-h_n|\le\left(\frac t\eta\right)^{2n}|b| .$$

The bound on the truncation error is thus proportional to $|b|$, the modulus of the end-site Green function of the medium that was removed. For $n\ge1$ the second bound with $a=0$ is never weaker, because $q\le t^2/\eta^2$, and it guarantees decay also when $|t|\ge\eta$.

```lean
/-- For `Im z > 0` and `Im b ≤ 0`, replacing the terminator `b` by vacuum changes the Green
function after `n` sites by at most `(t / Im z)^(2n) |b|`. -/
theorem vacuum_error {z b : ℂ} (t : ℝ) (e : ℕ → ℝ) (hz : 0 < z.im)
    (hb : b.im ≤ 0) (n : ℕ) :
    ‖surfaceG z t e 0 n - surfaceG z t e b n‖ ≤ (t / z.im) ^ (2 * n) * ‖b‖ := by
  have h := (zone_size_bound (a := 0) t e hz (by simp) hb n).2
  rwa [zero_sub, norm_neg] at h

end

end ChainTerminator
```

```lean
#print axioms ChainTerminator.terminator_forgotten
#print axioms ChainTerminator.vacuum_error
```

```
'ChainTerminator.terminator_forgotten' depends on axioms: [propext, Classical.choice, Quot.sound]
'ChainTerminator.vacuum_error' depends on axioms: [propext, Classical.choice, Quot.sound]
```
